# For any energies E(0), …, E(K) and mean number N in [0, K], the least ensemble energy is the maximum over μ of μN + minₙ(E(n) − μn)

## Does a chemical potential still give the right energy when E(n) is not convex?

If fixing the mean electron number and tuning a chemical potential μ gave different energies, I could not move from one description to the other. I worry that this happens for a single Hubbard site with level energy ε = 1 and attraction U = −2. Its energies with zero, one and two electrons are 0, 1, 0, and no μ makes one electron the cheapest choice. Does the Legendre transform then miss the energy at mean number one? Do I have to assume that E(n) is convex?

## The energies agree, but the one-electron state is not the minimiser

No convexity is needed, provided that "the energy at mean number N" means the least energy over statistical mixtures of particle numbers. For your site at N = 1 that energy is 0, reached by an equal mixture of the empty and the doubly occupied site. The chemical potential μ = 0 gives the same value. What the Legendre transform doesn't return is E(1) = 1, because the one-electron state is not optimal at its own mean number.

### A supporting line through the least energy

Let K be the largest particle number and E(0), …, E(K) any real energies. An ensemble is a list of weights p(n) ≥ 0 with

Σₙ p(n) = 1 and Σₙ p(n) n = N.

Its energy is Σₙ p(n) E(n). Write φ(μ) = minₙ (E(n) − μn) for the zero-temperature grand potential.

**Every μ gives a lower bound.** Since E(n) − μn − φ(μ) ≥ 0 for each n, averaging over an ensemble gives

0 ≤ Σₙ p(n) (E(n) − μn − φ(μ)) = Σₙ p(n) E(n) − μN − φ(μ).

**A least energy exists.** For K > 0, weight 1 − N/K on zero particles and N/K on K particles is an ensemble; for K = 0 the only state will do. The ensembles form a closed subset of the cube [0, 1]ᴷ⁺¹, and the energy is continuous, so it has a minimum v.

**Some μ reaches v.** We need v ≤ μN + E(n) − μn for every n, which says that the line of slope μ through the point (N, v) passes below or through all points (n, E(n)). This requires

μ ≥ a(n) = (v − E(n))/(N − n) for n < N,

μ ≤ b(n) = (E(n) − v)/(n − N) for n > N.

If n = N, the pure n-particle state is itself an ensemble, so v ≤ E(n) already.

To see that the two demands are compatible, take i < N < j and set t = (N − i)/(j − i). Weight 1 − t on i and t on j has mean N, so

v ≤ (1 − t) E(i) + t E(j).

Multiplying by j − i and using j − i = (j − N) + (N − i) gives

(v − E(i)) (j − N) ≤ (E(j) − v) (N − i).

Division by the positive product (N − i)(j − N) yields a(i) ≤ b(j). So μ can be the largest a(i) if there are particle numbers below N, and otherwise the smallest b(j). If there are none on either side, any μ works.

For this μ we have v ≤ μN + φ(μ), while the lower bound gives the reverse inequality. Hence

minₚ Σₙ p(n) E(n) = max over μ of [μN + φ(μ)].

**Which states are occupied.** The averaged gap above is a sum of nonnegative terms. It vanishes exactly when every n with p(n) ≠ 0 minimises E(n) − μn. In your example, at μ = 0, those minimisers are n = 0 and n = 2.

### What the Lean theorems say

The type `Fin (K + 1)` holds the particle numbers 0, …, K, and `((n : ℕ) : ℝ)` is such a number read as a real. `IsEnsemble p N` collects nonnegativity, normalisation and the mean. `energy E p` is the mean energy, and `ensembleEnergies E N` is the set of all energies available at mean N. `grandPotential E μ` is φ(μ), a minimum over a finite nonempty set, with the sign convention E(n) − μn.

`legendre_duality` assumes 0 ≤ N ≤ K and nothing about `E`. It provides one number `v` that is both the least element of `ensembleEnergies E N` and the greatest value of μN + φ(μ) over real μ. `IsLeast` and `IsGreatest` include membership, so both extremes are attained.

Three further theorems address your puzzle:

- `energy_eq_dual_iff` is the occupation criterion, for any ensemble and any μ.
- `integer_stable_iff` says, for a particle number M from 0 to K, that no ensemble of mean M lies below E(M) exactly when some μ makes M a minimiser of E(n) − μn.
- `nonconvex_example` treats the energies 0, 1, 0.

The condition N ≤ K matters. With only 0 ≤ N assumed, take K = 0, E(0) = 0 and N = 1. There is no ensemble, hence no least energy, and μN + φ(μ) = μ has no maximum.

The model is a finite list of given energies at zero temperature, with one energy per particle number, which has to be the lowest one if φ(μ) is to be the physical grand potential. It does not derive E(n) from a Hamiltonian or a density functional, and it contains no entropy. Within those limits, it tells you that minimising over ensembles at fixed mean number and using a particle reservoir give the same energy, provided that μN is added back to the grand potential and μ is chosen to maximise the sum. More than one μ can do so; at every μ that does not, the sum is too low.

```lean
import Mathlib

open Finset

namespace EnsembleLegendreDuality

noncomputable section

variable {K : ℕ}

/-- The weights `p` on the particle numbers `0, ..., K` form a statistical ensemble with
mean particle number `N`. -/
def IsEnsemble (p : Fin (K + 1) → ℝ) (N : ℝ) : Prop :=
  (∀ n, 0 ≤ p n) ∧ ∑ n, p n = 1 ∧ ∑ n, p n * ((n : ℕ) : ℝ) = N

/-- The mean energy of the weights `p` when the `n`-particle system has energy `E n`. -/
def energy (E p : Fin (K + 1) → ℝ) : ℝ := ∑ n, p n * E n

/-- The set of energies of all ensembles with mean particle number `N`. -/
def ensembleEnergies (E : Fin (K + 1) → ℝ) (N : ℝ) : Set ℝ :=
  {e | ∃ p, IsEnsemble p N ∧ energy E p = e}

/-- The zero-temperature grand potential: the least value of `E n - μ n` over the
particle numbers `0, ..., K`. -/
def grandPotential (E : Fin (K + 1) → ℝ) (μ : ℝ) : ℝ :=
  univ.inf' univ_nonempty (fun n => E n - μ * ((n : ℕ) : ℝ))

/-- The mixture of the `i`-particle state with weight `1 - t` and the `j`-particle state
with weight `t`. -/
def mix (i j : Fin (K + 1)) (t : ℝ) (n : Fin (K + 1)) : ℝ :=
  (if n = i then 1 - t else 0) + (if n = j then t else 0)

/-- A number lies below the grand potential exactly when it lies below every `E n - μ n`. -/
theorem le_grandPotential_iff (E : Fin (K + 1) → ℝ) (μ c : ℝ) :
    c ≤ grandPotential E μ ↔ ∀ n, c ≤ E n - μ * ((n : ℕ) : ℝ) := by
  simp [grandPotential, Finset.le_inf'_iff]

/-- The average of any quantity `g` in a two-state mixture is the weighted mean of its
two values. -/
theorem mix_average (i j : Fin (K + 1)) (t : ℝ) (g : Fin (K + 1) → ℝ) :
    ∑ n, mix i j t n * g n = (1 - t) * g i + t * g j := by
  simp [mix, add_mul, ite_mul, Finset.sum_add_distrib]

/-- A two-state mixture with `t` in `[0, 1]` is an ensemble whose mean particle number is
the weighted mean of `i` and `j`. -/
theorem mix_isEnsemble (i j : Fin (K + 1)) {t N : ℝ} (h0 : 0 ≤ t) (h1 : t ≤ 1)
    (hN : (1 - t) * ((i : ℕ) : ℝ) + t * ((j : ℕ) : ℝ) = N) :
    IsEnsemble (mix i j t) N := by
  refine ⟨fun n => ?_, ?_, (mix_average i j t fun n => ((n : ℕ) : ℝ)).trans hN⟩
  · unfold mix
    split_ifs <;> linarith
  · simpa using mix_average i j t (fun _ => 1)

/-- In an ensemble with mean particle number `N`, the average of `E n - μ n - c` is the
mean energy minus `μ N + c`. -/
theorem average_gap (E : Fin (K + 1) → ℝ) {p : Fin (K + 1) → ℝ} {N : ℝ}
    (hp : IsEnsemble p N) (μ c : ℝ) :
    ∑ n, p n * (E n - μ * ((n : ℕ) : ℝ) - c) = energy E p - (μ * N + c) := by
  have h : ∑ n, p n * (E n - μ * ((n : ℕ) : ℝ) - c)
      = energy E p - μ * ∑ n, p n * ((n : ℕ) : ℝ) - c * ∑ n, p n := by
    unfold energy
    rw [Finset.mul_sum, Finset.mul_sum, ← Finset.sum_sub_distrib, ← Finset.sum_sub_distrib]
    exact Finset.sum_congr rfl (fun n _ => by ring)
  rw [h, hp.2.1, hp.2.2]
  ring

/-- Weak duality: for every chemical potential `μ`, the value `μ N + grandPotential E μ`
is a lower bound on the energy of every ensemble with mean particle number `N`. -/
theorem weak_duality (E : Fin (K + 1) → ℝ) {p : Fin (K + 1) → ℝ} {N : ℝ}
    (hp : IsEnsemble p N) (μ : ℝ) : μ * N + grandPotential E μ ≤ energy E p := by
  have hφ := (le_grandPotential_iff E μ _).1 le_rfl
  have h : 0 ≤ ∑ n, p n * (E n - μ * ((n : ℕ) : ℝ) - grandPotential E μ) :=
    Finset.sum_nonneg fun n _ => mul_nonneg (hp.1 n) (sub_nonneg.2 (hφ n))
  rw [average_gap E hp] at h
  linarith

/-- For `N` between `0` and `K`, some ensemble with mean particle number `N` has the
least energy among all such ensembles. -/
theorem exists_ground_ensemble (E : Fin (K + 1) → ℝ) {N : ℝ} (h0 : 0 ≤ N) (hK : N ≤ K) :
    ∃ p, IsEnsemble p N ∧ ∀ q, IsEnsemble q N → energy E p ≤ energy E q := by
  -- the ensembles form a closed subset of a cube
  have c1 : IsClosed {p : Fin (K + 1) → ℝ | ∀ n, 0 ≤ p n} := by
    simp only [Set.ofPred_forall]
    exact isClosed_iInter fun n => isClosed_le continuous_const (continuous_apply n)
  have c2 : IsClosed {p : Fin (K + 1) → ℝ | ∑ n, p n = 1} :=
    isClosed_eq (continuous_finsetSum _ fun n _ => continuous_apply n) continuous_const
  have cont (g : Fin (K + 1) → ℝ) : Continuous fun p : Fin (K + 1) → ℝ => ∑ n, p n * g n :=
    continuous_finsetSum _ fun n _ => (continuous_apply n).mul continuous_const
  have c3 : IsClosed {p : Fin (K + 1) → ℝ | ∑ n, p n * ((n : ℕ) : ℝ) = N} :=
    isClosed_eq (cont _) continuous_const
  have hc : IsClosed {p : Fin (K + 1) → ℝ | IsEnsemble p N} := c1.inter (c2.inter c3)
  have hcomp : IsCompact {p : Fin (K + 1) → ℝ | IsEnsemble p N} := by
    refine IsCompact.of_isClosed_subset
      (isCompact_Icc : IsCompact (Set.Icc (0 : Fin (K + 1) → ℝ) 1)) hc ?_
    intro p hp
    refine ⟨hp.1, fun n => ?_⟩
    have h := Finset.single_le_sum (fun i _ => hp.1 i) (Finset.mem_univ n)
    rw [hp.2.1] at h
    exact h
  -- mixing the empty and the full system gives one ensemble
  have ht : N / K * K = N := by
    rcases eq_or_ne (K : ℝ) 0 with h | h
    · rw [h, mul_zero]
      linarith
    · exact div_mul_cancel₀ N h
  have hne : {p : Fin (K + 1) → ℝ | IsEnsemble p N}.Nonempty :=
    ⟨mix 0 (Fin.last K) (N / K), mix_isEnsemble _ _ (div_nonneg h0 (Nat.cast_nonneg K))
      (div_le_one_of_le₀ hK (Nat.cast_nonneg K)) (by simpa using ht)⟩
  obtain ⟨p, hp, hmin⟩ := hcomp.exists_isMinOn hne (cont E).continuousOn
  exact ⟨p, hp, fun q hq => isMinOn_iff.1 hmin q hq⟩

/-- If `v` is a lower bound on the energies of all ensembles with mean particle number `N`,
then some chemical potential `μ` satisfies `v ≤ μ N + grandPotential E μ`. -/
theorem exists_chemical_potential (E : Fin (K + 1) → ℝ) {N v : ℝ}
    (hv : ∀ q, IsEnsemble q N → v ≤ energy E q) :
    ∃ μ, v ≤ μ * N + grandPotential E μ := by
  let a : Fin (K + 1) → ℝ := fun n => (v - E n) / (N - ((n : ℕ) : ℝ))
  let b : Fin (K + 1) → ℝ := fun n => (E n - v) / (((n : ℕ) : ℝ) - N)
  -- slopes needed on the left never exceed slopes allowed on the right
  have H : ∀ i j : Fin (K + 1), ((i : ℕ) : ℝ) < N → N < ((j : ℕ) : ℝ) → a i ≤ b j := by
    intro i j hi hj
    have hd : 0 < ((j : ℕ) : ℝ) - ((i : ℕ) : ℝ) := by linarith
    obtain ⟨t, t0, t1, ht⟩ : ∃ t : ℝ, 0 ≤ t ∧ t ≤ 1 ∧
        t * (((j : ℕ) : ℝ) - ((i : ℕ) : ℝ)) = N - ((i : ℕ) : ℝ) :=
      ⟨(N - ((i : ℕ) : ℝ)) / (((j : ℕ) : ℝ) - ((i : ℕ) : ℝ)),
        div_nonneg (by linarith) hd.le, (div_le_one hd).2 (by linarith),
        div_mul_cancel₀ _ hd.ne'⟩
    have h := hv _ (mix_isEnsemble i j t0 t1 (by linear_combination ht))
    rw [energy, mix_average] at h
    have key := mul_nonneg hd.le (sub_nonneg.2 h)
    have e : (E j - v) * (N - ((i : ℕ) : ℝ)) - (v - E i) * (((j : ℕ) : ℝ) - N)
        = (((j : ℕ) : ℝ) - ((i : ℕ) : ℝ)) * ((1 - t) * E i + t * E j - v) := by
      linear_combination (E i - E j) * ht
    change (v - E i) / (N - ((i : ℕ) : ℝ)) ≤ (E j - v) / (((j : ℕ) : ℝ) - N)
    rw [div_le_div_iff₀ (by linarith) (by linarith)]
    linarith
  -- hence one slope serves both sides
  obtain ⟨μ, hl, hr⟩ : ∃ μ, (∀ i : Fin (K + 1), ((i : ℕ) : ℝ) < N → a i ≤ μ) ∧
      (∀ j : Fin (K + 1), N < ((j : ℕ) : ℝ) → μ ≤ b j) := by
    by_cases hL : ∃ i : Fin (K + 1), ((i : ℕ) : ℝ) < N
    · obtain ⟨i, hi⟩ := hL
      obtain ⟨m, hm, hmax⟩ := Finset.exists_max_image
        (univ.filter fun n : Fin (K + 1) => ((n : ℕ) : ℝ) < N) a
        ⟨i, Finset.mem_filter.2 ⟨Finset.mem_univ i, hi⟩⟩
      exact ⟨a m, fun n hn => hmax n (Finset.mem_filter.2 ⟨Finset.mem_univ n, hn⟩),
        fun j hj => H m j (Finset.mem_filter.1 hm).2 hj⟩
    · obtain ⟨m, _, hmin⟩ := Finset.exists_min_image univ b univ_nonempty
      exact ⟨b m, fun i hi => absurd ⟨i, hi⟩ hL, fun j _ => hmin j (Finset.mem_univ j)⟩
  refine ⟨μ, ?_⟩
  have hφ : v - μ * N ≤ grandPotential E μ := by
    rw [le_grandPotential_iff]
    intro n
    rcases lt_trichotomy ((n : ℕ) : ℝ) N with h | h | h
    · have h' := (div_le_iff₀ (sub_pos.2 h)).1 (hl n h)
      linarith
    · have h' := hv _ (mix_isEnsemble n n le_rfl zero_le_one (by linarith))
      rw [energy, mix_average] at h'
      rw [h]
      linarith
    · have h' := (le_div_iff₀ (sub_pos.2 h)).1 (hr n h)
      linarith
  linarith

/-- Legendre duality for arbitrary energies `E 0, ..., E K` and `N` in `[0, K]`: the least
ensemble energy at mean particle number `N` equals the greatest value of
`μ N + grandPotential E μ` over real `μ`, and both are attained. -/
theorem legendre_duality (E : Fin (K + 1) → ℝ) {N : ℝ} (h0 : 0 ≤ N) (hK : N ≤ K) :
    ∃ v, IsLeast (ensembleEnergies E N) v ∧
      IsGreatest (Set.range fun μ : ℝ => μ * N + grandPotential E μ) v := by
  obtain ⟨p, hp, hmin⟩ := exists_ground_ensemble E h0 hK
  obtain ⟨μ, hμ⟩ := exists_chemical_potential E hmin
  refine ⟨energy E p, ⟨⟨p, hp, rfl⟩, ?_⟩, ⟨μ, le_antisymm (weak_duality E hp μ) hμ⟩, ?_⟩
  · rintro _ ⟨q, hq, rfl⟩
    exact hmin q hq
  · rintro _ ⟨ν, rfl⟩
    exact weak_duality E hp ν

/-- Complementary slackness: an ensemble with mean particle number `N` has energy
`μ N + grandPotential E μ` exactly when every particle number it occupies minimises
`E n - μ n`. -/
theorem energy_eq_dual_iff (E : Fin (K + 1) → ℝ) {p : Fin (K + 1) → ℝ} {N : ℝ}
    (hp : IsEnsemble p N) (μ : ℝ) :
    energy E p = μ * N + grandPotential E μ ↔
      ∀ n, p n ≠ 0 → E n - μ * ((n : ℕ) : ℝ) = grandPotential E μ := by
  have hφ := (le_grandPotential_iff E μ _).1 le_rfl
  rw [← sub_eq_zero, ← average_gap E hp, Finset.sum_eq_zero_iff_of_nonneg
    (fun n _ => mul_nonneg (hp.1 n) (sub_nonneg.2 (hφ n)))]
  constructor
  · intro h n hn
    exact sub_eq_zero.1 ((mul_eq_zero.1 (h n (Finset.mem_univ n))).resolve_left hn)
  · intro h n _
    by_cases hn : p n = 0
    · rw [hn, zero_mul]
    · rw [h n hn, sub_self, mul_zero]

/-- No ensemble with mean particle number `M` lies below the `M`-particle energy exactly
when, at some chemical potential `μ`, the particle number `M` minimises `E n - μ n`. -/
theorem integer_stable_iff (E : Fin (K + 1) → ℝ) (M : Fin (K + 1)) :
    (∀ q, IsEnsemble q ((M : ℕ) : ℝ) → E M ≤ energy E q) ↔
      ∃ μ : ℝ, ∀ n, E M - μ * ((M : ℕ) : ℝ) ≤ E n - μ * ((n : ℕ) : ℝ) := by
  constructor
  · intro h
    obtain ⟨μ, hμ⟩ := exists_chemical_potential E h
    exact ⟨μ, (le_grandPotential_iff E μ _).1 (by linarith)⟩
  · rintro ⟨μ, hμ⟩ q hq
    have h1 := (le_grandPotential_iff E μ _).2 hμ
    have h2 := weak_duality E hq μ
    linarith

/-- For the non-convex energies `0, 1, 0` of zero, one and two particles, the least ensemble
energy at mean particle number one is `0`, below the one-particle energy. -/
theorem nonconvex_example :
    IsLeast (ensembleEnergies (K := 2) ![0, 1, 0] 1) 0 ∧
      (0 : ℝ) < (![0, 1, 0] : Fin 3 → ℝ) 1 := by
  refine ⟨⟨⟨mix 0 2 (1 / 2), mix_isEnsemble _ _ (by norm_num) (by norm_num) (by norm_num),
    ?_⟩, ?_⟩, by norm_num⟩
  · rw [energy, mix_average]
    simp
  · rintro _ ⟨q, hq, rfl⟩
    rw [energy, Fin.sum_univ_three]
    simpa using hq.1 1

end

end EnsembleLegendreDuality
```

```lean
#print axioms EnsembleLegendreDuality.exists_ground_ensemble
#print axioms EnsembleLegendreDuality.legendre_duality
#print axioms EnsembleLegendreDuality.integer_stable_iff
#print axioms EnsembleLegendreDuality.nonconvex_example
```

```
'EnsembleLegendreDuality.exists_ground_ensemble' depends on axioms: [propext, Classical.choice, Quot.sound]
'EnsembleLegendreDuality.legendre_duality' depends on axioms: [propext, Classical.choice, Quot.sound]
'EnsembleLegendreDuality.integer_stable_iff' depends on axioms: [propext, Classical.choice, Quot.sound]
'EnsembleLegendreDuality.nonconvex_example' depends on axioms: [propext, Classical.choice, Quot.sound]
```

### From averages to the chemical potential in the code

`le_grandPotential_iff` turns a bound on the minimum into a bound for each n. `mix_average` computes the average of any quantity in a two-state mixture. `mix_isEnsemble` applies it to the constant 1 and to the particle number, which gives normalisation and mean.

`average_gap` is the identity for the averaged gap, and `weak_duality` adds that each term is nonnegative. In `exists_ground_ensemble`, `c1`, `c2` and `c3` show that the three defining conditions are closed. The cube supplies compactness, the mixture of 0 and K particles supplies an ensemble, and `exists_isMinOn` returns the minimiser.

`exists_chemical_potential` constructs the line. It needs only that `v` is a lower bound on the ensemble energies. Its step `H` is the inequality a(i) ≤ b(j): `hv` is applied to the mixture, the result is multiplied by j − i, and `div_le_div_iff₀` converts between the quotients and their cross-multiplied form. The case split `by_cases hL` asks whether any particle number lies below N and picks the largest `a` or the smallest `b` accordingly. In the second case the code minimises `b` over all n; at n = N Lean's division by zero gives 0, which can only lower μ and so does no harm. Finally, `lt_trichotomy` checks the line at n < N, n = N and n > N.

`legendre_duality` combines the minimiser with this μ. `le_antisymm` joins the two inequalities into equality, and `weak_duality` shows that no other chemical potential gives more.

For `energy_eq_dual_iff`, the equality is rewritten as a vanishing averaged gap, and `Finset.sum_eq_zero_iff_of_nonneg` makes each term zero. In `integer_stable_iff`, one direction uses `exists_chemical_potential` with v = E(M), and the other uses `weak_duality`. In `nonconvex_example`, the equal mixture of 0 and 2 has energy 0, while any ensemble `q` has energy `q 1`, which is nonnegative.
